# Bosonic hopping operators: gl(n) relations, conserved N and Casimir N(N + n − 1)

For n bosonic modes with annihilation operators a_i and creation operators c_i obeying the canonical commutation relations, the operators E_ij = c_i a_j satisfy [E_ij, E_kl] = δ_jk E_il − δ_li E_kj and commute with N = ∑_i E_ii, and ∑_ij E_ij E_ji = N(N + n − 1). For independent oscillators, E_ij is conserved exactly when modes i and j have the same frequency, provided the algebra is nontrivial.

In Lean 4 with Mathlib:

```lean
import Mathlib

open MvPolynomial

namespace BosonicUnitarySymmetry

noncomputable section

variable {ι R : Type*} [DecidableEq ι] [Ring R]

/-- Annihilation operators `a i` and creation operators `c i` obeying the canonical
commutation relations. -/
structure IsBosonic (a c : ι → R) : Prop where
  ann_ann : ∀ i j, a i * a j = a j * a i
  cre_cre : ∀ i j, c i * c j = c j * c i
  ann_cre : ∀ i j, a i * c j - c j * a i = if i = j then 1 else 0

/-- The operator `E_ij` that moves a quantum from mode `j` to mode `i`. -/
def hop (a c : ι → R) (i j : ι) : R := c i * a j

/-- The total number operator, the sum of all `E_ii`. -/
def number [Fintype ι] (a c : ι → R) : R := ∑ i, hop a c i i

/-- The Hamiltonian of independent oscillators with frequencies `ω k`, in units with `ħ = 1`,
zero-point energy included. -/
def oscillator {A : Type*} [Ring A] [Algebra ℝ A] [Fintype ι]
    (ω : ι → ℝ) (a c : ι → A) : A :=
  ∑ k, ω k • (hop a c k k + (1 / 2 : ℝ) • (1 : A))

/-- Derivatives and multiplications by the coordinates, acting on complex polynomials,
obey the canonical commutation relations. -/
theorem isBosonic_witness :
    IsBosonic (R := Module.End ℂ (MvPolynomial ι ℂ))
      (fun i => (pderiv i : Derivation ℂ (MvPolynomial ι ℂ) (MvPolynomial ι ℂ)).toLinearMap)
      (fun i => LinearMap.mulLeft ℂ (X i : MvPolynomial ι ℂ)) where
  ann_ann i j := by
    -- the commutator of two derivations is a derivation, and it kills every coordinate
    have hz : ∀ i j k : ι, pderiv i (pderiv j (X k : MvPolynomial ι ℂ)) = 0 := by
      intro i j k
      rw [pderiv_X, Pi.single_apply]
      split_ifs <;> simp
    have hD : ⁅(pderiv i : Derivation ℂ (MvPolynomial ι ℂ) (MvPolynomial ι ℂ)), pderiv j⁆ = 0 :=
      derivation_ext fun k => by
        rw [Derivation.commutator_apply, hz, hz, sub_zero]
        rfl
    refine LinearMap.ext fun p => ?_
    change pderiv i (pderiv j p) = pderiv j (pderiv i p)
    apply sub_eq_zero.mp
    rw [← Derivation.commutator_apply, hD]
    rfl
  cre_cre i j := by
    refine LinearMap.ext fun p => ?_
    change X i * (X j * p) = X j * (X i * p)
    ring
  ann_cre i j := by
    refine LinearMap.ext fun p => ?_
    change pderiv i (X j * p) - X j * pderiv i p = _
    rw [Derivation.leibniz, pderiv_X, Pi.single_apply]
    by_cases hij : i = j
    · subst hij
      simp
    · simp [hij, Ne.symm hij]

variable {a c : ι → R}

/-- Normal ordering of a product of two hopping operators: a two-body term plus a
contraction. -/
theorem hop_mul_hop (h : IsBosonic a c) (i j k l : ι) :
    hop a c i j * hop a c k l =
      c i * c k * (a j * a l) + if j = k then hop a c i l else 0 := by
  have h1 : a j * c k = c k * a j + if j = k then 1 else 0 :=
    sub_eq_iff_eq_add'.mp (h.ann_cre j k)
  unfold hop
  calc c i * a j * (c k * a l) = c i * (a j * c k) * a l := by simp only [mul_assoc]
    _ = _ := by
      rw [h1]
      split_ifs <;>
        simp only [mul_add, add_mul, mul_one, add_zero, mul_assoc]

/-- The hopping operators obey the commutation relations of the Lie algebra `gl(n)`. -/
theorem hop_commutator (h : IsBosonic a c) (i j k l : ι) :
    hop a c i j * hop a c k l - hop a c k l * hop a c i j =
      (if j = k then hop a c i l else 0) - (if l = i then hop a c k j else 0) := by
  -- the two-body terms agree, so only the contractions survive
  rw [hop_mul_hop h i j k l, hop_mul_hop h k l i j, h.cre_cre k i, h.ann_ann l j]
  abel

/-- Every hopping operator commutes with the total number of quanta. -/
theorem number_commute_hop [Fintype ι] (h : IsBosonic a c) (k l : ι) :
    Commute (number a c) (hop a c k l) := by
  change number a c * hop a c k l = hop a c k l * number a c
  apply sub_eq_zero.mp
  rw [number, Finset.sum_mul, Finset.mul_sum, ← Finset.sum_sub_distrib]
  simp only [hop_commutator h, Finset.sum_sub_distrib, Finset.sum_ite_eq,
    Finset.sum_ite_eq', Finset.mem_univ, if_true, sub_self]

/-- The quadratic Casimir operator of `n` bosonic modes is `N (N + n - 1)`. -/
theorem casimir_eq [Fintype ι] (h : IsBosonic a c) :
    ∑ i, ∑ j, hop a c i j * hop a c j i =
      number a c * (number a c + (Fintype.card ι : R) - 1) := by
  -- exchange the two annihilation operators and compare contractions
  have key : ∀ i j, hop a c i j * hop a c j i =
      hop a c i i * hop a c j j + hop a c i i - (if i = j then hop a c i j else 0) := by
    intro i j
    rw [hop_mul_hop h i j j i, hop_mul_hop h i i j j, h.ann_ann j i, if_pos (rfl : j = j)]
    abel
  have hNN : number a c * number a c = ∑ i, ∑ j, hop a c i i * hop a c j j := by
    rw [number, Finset.sum_mul_sum]
  simp only [key, Finset.sum_sub_distrib, Finset.sum_add_distrib, Finset.sum_ite_eq,
    Finset.mem_univ, if_true, Finset.sum_const, Finset.card_univ]
  rw [← hNN, ← Finset.smul_sum]
  change number a c * number a c + Fintype.card ι • number a c - number a c = _
  rw [nsmul_eq_mul, (Nat.cast_commute (Fintype.card ι) (number a c)).eq, mul_sub, mul_add,
    mul_one]

/-- If `N v = m v`, the quadratic Casimir operator of `n` bosonic modes acts on `v` as the number `m
(m + n - 1)`. -/
theorem casimir_on_shell [Fintype ι] {V : Type*} [AddCommGroup V] [Module ℂ V]
    {a c : ι → Module.End ℂ V} (h : IsBosonic a c) {m : ℂ} {v : V}
    (hv : number a c v = m • v) :
    (∑ i, ∑ j, hop a c i j * hop a c j i) v = (m * (m + Fintype.card ι - 1)) • v := by
  have h1 : (number a c + (Fintype.card ι : Module.End ℂ V) - 1) v =
      (m + Fintype.card ι - 1) • v := by
    rw [LinearMap.sub_apply, LinearMap.add_apply, hv, Module.End.natCast_apply,
      Module.End.one_apply, ← Nat.cast_smul_eq_nsmul ℂ]
    module
  rw [casimir_eq h, Module.End.mul_apply, h1, map_smul, hv, smul_smul, mul_comm]

/-- No hopping operator vanishes in a nontrivial algebra. -/
theorem hop_ne_zero [Nontrivial R] (h : IsBosonic a c) (i j : ι) : hop a c i j ≠ 0 := by
  intro h0
  -- the commutator of `a i` with `E_ij` returns `a j`
  have hc : a i * hop a c i j - hop a c i j * a i = a j := by
    calc a i * hop a c i j - hop a c i j * a i
        = (a i * c i - c i * a i) * a j := by
          unfold hop
          rw [mul_assoc (c i), h.ann_ann j i, sub_mul, mul_assoc, mul_assoc]
      _ = a j := by rw [h.ann_cre i i, if_pos rfl, one_mul]
  have hj : a j = 0 := by
    rw [← hc, h0, mul_zero, zero_mul, sub_zero]
  have h1 := h.ann_cre j j
  simp [hj] at h1

variable {A : Type*} [Ring A] [Algebra ℝ A] [Fintype ι]

/-- The commutator of the oscillator Hamiltonian with `E_ij` is `E_ij` times the
frequency difference of the two modes. -/
theorem oscillator_commutator {a c : ι → A} (h : IsBosonic a c) (ω : ι → ℝ) (i j : ι) :
    oscillator ω a c * hop a c i j - hop a c i j * oscillator ω a c =
      (ω i - ω j) • hop a c i j := by
  have key : ∀ k, ω k • (hop a c k k + (1 / 2 : ℝ) • (1 : A)) * hop a c i j -
      hop a c i j * ω k • (hop a c k k + (1 / 2 : ℝ) • (1 : A)) =
      (if k = i then ω k • hop a c k j else 0) - (if j = k then ω k • hop a c i k else 0) := by
    intro k
    -- the zero-point energy drops out
    trans ω k • (hop a c k k * hop a c i j - hop a c i j * hop a c k k)
    · simp only [smul_mul_assoc, mul_smul_comm, add_mul, mul_add, one_mul, mul_one]
      module
    · rw [hop_commutator h, smul_sub, smul_ite, smul_ite, smul_zero]
  rw [oscillator, Finset.sum_mul, Finset.mul_sum, ← Finset.sum_sub_distrib]
  simp only [key, Finset.sum_sub_distrib, Finset.sum_ite_eq, Finset.sum_ite_eq',
    Finset.mem_univ, if_true, sub_smul]

/-- The hopping operator `E_ij` is conserved by the oscillator Hamiltonian exactly when
modes `i` and `j` have the same frequency. -/
theorem hop_conserved_iff [Nontrivial A] {a c : ι → A} (h : IsBosonic a c)
    (ω : ι → ℝ) (i j : ι) :
    Commute (oscillator ω a c) (hop a c i j) ↔ ω i = ω j := by
  change oscillator ω a c * hop a c i j = hop a c i j * oscillator ω a c ↔ _
  rw [← sub_eq_zero, oscillator_commutator h, smul_eq_zero, or_iff_left (hop_ne_zero h i j),
    sub_eq_zero]

end

end BosonicUnitarySymmetry
```

```lean
#print axioms BosonicUnitarySymmetry.number_commute_hop
-- 'BosonicUnitarySymmetry.number_commute_hop' depends on axioms: [propext, Classical.choice, Quot.sound]
#print axioms BosonicUnitarySymmetry.casimir_on_shell
-- 'BosonicUnitarySymmetry.casimir_on_shell' depends on axioms: [propext, Classical.choice, Quot.sound]
#print axioms BosonicUnitarySymmetry.hop_conserved_iff
-- 'BosonicUnitarySymmetry.hop_conserved_iff' depends on axioms: [propext, Classical.choice, Quot.sound]
```

The operator E_ij, written `hop a c i j`, moves a quantum from mode j to mode i. The modes are labelled by a type `ι`, finite wherever a sum over modes occurs, and the operators are elements of a ring `R`. The structure `IsBosonic` contains the three canonical relations: the a's commute with each other, so do the c's, and

a_i c_j − c_j a_i = δ_ij.

The Kronecker delta appears as `if i = j then 1 else 0`, and n as `Fintype.card ι`, converted to a ring element before 1 is subtracted.

`isBosonic_witness` gives a concrete realisation on complex polynomials, with a_i = ∂/∂x_i and c_i = multiplication by x_i. The commutator of two partial derivatives is a derivation that kills every coordinate, so it vanishes; the Leibniz rule supplies δ_ij.

The commutators of the E_ij and the Casimir formula rest on normal ordering. Replacing a_j c_k by c_k a_j + δ_jk gives `hop_mul_hop`:

E_ij E_kl = c_i c_k a_j a_l + δ_jk E_il.

In the opposite order,

E_kl E_ij = c_k c_i a_l a_j + δ_li E_kj.

The quartic terms are equal because the c's commute and the a's commute. Subtraction leaves the gl(n) relations, which is `hop_commutator`. Setting both indices of the first operator to i and summing gives `number_commute_hop`:

[N, E_kl] = ∑_i (δ_ik E_il − δ_li E_ki) = E_kl − E_kl = 0.

For the Casimir operator, normal ordering is applied to two products:

E_ij E_ji = c_i c_j a_j a_i + E_ii,

E_ii E_jj = c_i c_j a_i a_j + δ_ij E_ij.

Their quartic terms agree, so

E_ij E_ji = E_ii E_jj + E_ii − δ_ij E_ij.

This is the step `key` in `casimir_eq`. Summed over i and j, the three terms on the right give N², nN and −N, hence N(N + n − 1). `casimir_on_shell` takes the operators to be linear maps on a complex vector space. If N v = m v, then N + n − 1 multiplies v by m + n − 1 and N multiplies the result by m, so the Casimir operator acts on v as the number m(m + n − 1).

The Hamiltonian `oscillator`, in units with ħ = 1 and with real frequencies ω_k, is

H = ∑_k ω_k (E_kk + 1/2).

The zero-point term commutes with everything. The gl(n) relations then give `oscillator_commutator`:

[H, E_ij] = ∑_k ω_k (δ_ki E_kj − δ_jk E_ik) = (ω_i − ω_j) E_ij.

Equal frequencies therefore make E_ij conserved. The converse needs E_ij ≠ 0, which `hop_ne_zero` obtains from

[a_i, E_ij] = [a_i, c_i] a_j + c_i [a_i, a_j] = a_j.

If E_ij were zero, a_j would be zero too, and a_j c_j − c_j a_j = 1 would read 0 = 1. That is impossible in a nontrivial ring, the hypothesis `Nontrivial`. In `hop_conserved_iff`, a vanishing commutator therefore forces the real factor ω_i − ω_j to vanish. All the E_ij are conserved together only when all frequencies coincide, that is, for an isotropic oscillator.

In quantum mechanics this symmetry connects the degenerate states within a level of the isotropic, non-interacting harmonic oscillator; the Casimir value is already fixed by the number of quanta and the number of modes.

The symmetry is treated here through its commutation relations. `IsBosonic` does not require c_i to be the adjoint of a_i, and no inner product or unitary group action is constructed. Products of operators are defined throughout the ring, so the domain questions that arise for unbounded operators on a Hilbert space do not enter. Interactions between the modes are absent from H, and the conservation criterion applies to that Hamiltonian alone.
